# A scalar auxiliary density under undamped Verlet integration is unbounded when a sinusoidal ground state oscillates at the auxiliary frequency

The ground-state density is treated here as a prescribed signal: a real sequence $D_n$, fixed in advance, that the auxiliary density $P_n$ follows without acting back on it. In extended Lagrangian Born–Oppenheimer dynamics the density is a matrix or a field, and the ground state is computed along a nuclear trajectory that may itself respond to errors in $P$. A single real number per time step, with no feedback and no damping, is a simplified setting in which the resonance can be solved exactly.

```lean
import Mathlib

open Real

namespace ExtendedLagrangianResonance

noncomputable section
```

## The recurrence and its frequency

The auxiliary density is a harmonic oscillator centred on the ground state. Integrated with the Verlet scheme, it obeys

$$P_{n+2}-2P_{n+1}+P_n = k\,(D_{n+1}-P_{n+1}),\qquad n=0,1,2,\dots$$

The dimensionless coupling $k$ stands for the squared frequency of the continuous oscillator times the squared time step. In Lean the recurrence is a predicate on sequences `ℕ → ℝ`. The initial values $P_0$ and $P_1$ are left free, so a theorem about every `P` satisfying `IsTrajectory k D P` covers all initial conditions.

```lean
/-- The Verlet recurrence of an auxiliary density `P` that is pulled with coupling `k`
towards the ground state `D`. -/
def IsTrajectory (k : ℝ) (D P : ℕ → ℝ) : Prop :=
  ∀ n, P (n + 2) - 2 * P (n + 1) + P n = k * (D (n + 1) - P (n + 1))
```

The coupling is parametrised by an angle $t$, the phase that the undriven auxiliary oscillation advances per step:

$$k = 4\sin^2(t/2).$$

As $t$ runs through $(0,\pi)$, $k$ runs through $(0,4)$, the range in which the undriven Verlet oscillator is stable. The auxiliary frequency always means $t$ below. The continuous oscillator would advance by $\sqrt k=2\sin(t/2)$ per step, which is smaller than $t$.

```lean
/-- The coupling `4 sin² (t/2)` belonging to the auxiliary frequency `t` (phase per step). -/
def coupling (t : ℝ) : ℝ := 4 * Real.sin (t / 2) ^ 2
```

The ground state oscillates with amplitude $F$, phase advance $w$ per step and initial phase $\varphi$, so that $D_n = F\cos(nw+\varphi)$. Both $w$ and $t$ are therefore angles per step, not frequencies per unit of time.

```lean
/-- A ground state oscillating with amplitude `F`, frequency `w` and phase `φ`. -/
def drive (F w φ : ℝ) (n : ℕ) : ℝ := F * Real.cos (n * w + φ)
```

Two amplitudes will be needed. At resonance the response grows by

$$A=\frac{kF}{2\sin w}$$

per step, where $k$ is evaluated at $t=w$.

```lean
/-- The signed growth per step of the oscillation amplitude at resonance, for `sin w ≠ 0`. -/
def secularRate (F w : ℝ) : ℝ := coupling w * F / (2 * Real.sin w)
```

Away from resonance there is a steady response of amplitude

$$B=\frac{kF}{2(\cos w-\cos t)}.$$

Each formula is used only where its denominator is nonzero.

```lean
/-- The signed amplitude of the steady response at drive frequency `w` and auxiliary frequency `t`,
for `cos w ≠ cos t`. -/
def steadyAmplitude (F w t : ℝ) : ℝ :=
  coupling t * F / (2 * (Real.cos w - Real.cos t))
```

The half-angle formula $\cos t = 2\cos^2(t/2)-1$, together with $\sin^2(t/2)+\cos^2(t/2)=1$, gives

$$k = 4-4\cos^2(t/2) = 2-2\cos t .$$

The recurrence then takes the form $P_{n+2}-2\cos t\,P_{n+1}+P_n = kD_{n+1}$, which is the one used in all the calculations below.

```lean
/-- The coupling expressed through the cosine of the auxiliary frequency. -/
theorem coupling_eq (t : ℝ) : coupling t = 2 - 2 * Real.cos t := by
  have h := Real.cos_two_mul (t / 2)
  rw [show 2 * (t / 2) = t by ring] at h
  have hs := Real.sin_sq_add_cos_sq (t / 2)
  unfold coupling
  linear_combination 4 * hs + 2 * h
```

## Initial conditions change the motion by a bounded amount

Let $P$ and $Q$ follow the same ground state, and put $U_n=P_n-Q_n$. The drive cancels, leaving $U_{n+2}=2\cos t\,U_{n+1}-U_n$. Define

$$E_n = U_{n+1}^2-2\cos t\,U_{n+1}U_n+U_n^2 .$$

This quantity is conserved, because

$$E_{n+1}-E_n=(U_{n+2}-U_n)(U_{n+2}-2\cos t\,U_{n+1}+U_n)=0 .$$

Completing the square gives

$$E_n=(U_{n+1}-\cos t\,U_n)^2+\sin^2 t\,U_n^2\ \ge\ \sin^2 t\,U_n^2,$$

and hence $|U_n|\le\sqrt{E_0/\sin^2 t}$ whenever $\sin t\neq0$.

In the proof, `hrec` is the free recurrence and `hE` is the conservation law, obtained by induction with the factor $U_{n+2}-U_n$ as the multiplier in `linear_combination`. The closing `nlinarith` receives the completed square as a hint.

```lean
/-- If `sin t ≠ 0`, two auxiliary densities that follow the same ground state with the coupling
belonging to `t` stay within a bounded distance of each other. -/
theorem trajectories_stay_close {t : ℝ} (ht : Real.sin t ≠ 0) {D P Q : ℕ → ℝ}
    (hP : IsTrajectory (coupling t) D P) (hQ : IsTrajectory (coupling t) D Q) :
    ∃ C, ∀ n, |P n - Q n| ≤ C := by
  obtain ⟨U, hU⟩ : ∃ U : ℕ → ℝ, ∀ n, U n = P n - Q n := ⟨fun n => P n - Q n, fun _ => rfl⟩
  -- the difference obeys the free recurrence
  have hrec : ∀ n, U (n + 2) = 2 * Real.cos t * U (n + 1) - U n := by
    intro n
    have h1 := hP n
    have h2 := hQ n
    rw [coupling_eq] at h1 h2
    rw [hU, hU, hU]
    linear_combination h1 - h2
  -- which conserves a quadratic form
  have hE : ∀ n, U (n + 1) ^ 2 - 2 * Real.cos t * U (n + 1) * U n + U n ^ 2
      = U 1 ^ 2 - 2 * Real.cos t * U 1 * U 0 + U 0 ^ 2 := by
    intro n
    induction n with
    | zero => simp
    | succ n ih =>
      have h : U (n + 1 + 1) = 2 * Real.cos t * U (n + 1) - U n := hrec n
      linear_combination ih + (U (n + 1 + 1) - U n) * h
  refine ⟨√((U 1 ^ 2 - 2 * Real.cos t * U 1 * U 0 + U 0 ^ 2) / Real.sin t ^ 2), fun n => ?_⟩
  rw [← hU]
  apply Real.abs_le_sqrt
  have hpos : 0 < Real.sin t ^ 2 := by positivity
  rw [le_div_iff₀ hpos]
  have hs : U n ^ 2 * Real.sin t ^ 2 = U n ^ 2 - U n ^ 2 * Real.cos t ^ 2 := by
    rw [Real.sin_sq]; ring
  nlinarith [sq_nonneg (U (n + 1) - Real.cos t * U n), hE n]
```

It is therefore enough to find one explicit trajectory for each drive: all the others remain within a bounded distance of it.

## One exact solution on resonance and one off it

Take $t=w$ and try $Q_n=A\,n\sin(nw+\varphi)$. With $x=(n+1)w+\varphi$, the addition formulas give

$$Q_{n+2}+Q_n = A\big[(n+2)\sin(x+w)+n\sin(x-w)\big] = 2A(n+1)\cos w\sin x+2A\sin w\cos x .$$

Subtracting $2\cos w\,Q_{n+1}=2A(n+1)\cos w\sin x$ leaves $2A\sin w\cos x = kF\cos x$, which is $kD_{n+1}$.

The Lean proof centres the angles on $x$ through `e2` and `e0`, expands the sines, and combines the definition of $A$ (`hA`) with the formula for $k$ (`hk`).

```lean
/-- At resonance, with `sin w ≠ 0`, an oscillation whose amplitude is proportional to the number of
steps solves the recurrence. -/
theorem secular_trajectory (F φ : ℝ) {w : ℝ} (hw : Real.sin w ≠ 0) :
    IsTrajectory (coupling w) (drive F w φ)
      (fun n => secularRate F w * (n * Real.sin (n * w + φ))) := by
  intro n
  have hA : secularRate F w * (2 * Real.sin w) = coupling w * F := by
    unfold secularRate; field_simp
  have hk := coupling_eq w
  simp only [drive]
  push_cast
  have e2 : ((n : ℝ) + 2) * w + φ = (((n : ℝ) + 1) * w + φ) + w := by ring
  have e0 : (n : ℝ) * w + φ = (((n : ℝ) + 1) * w + φ) - w := by ring
  rw [e2, e0, Real.sin_add, Real.sin_sub]
  linear_combination Real.cos (((n : ℝ) + 1) * w + φ) * hA
    + (secularRate F w * ((n : ℝ) + 1) * Real.sin (((n : ℝ) + 1) * w + φ)) * hk
```

For $\cos w\ne\cos t$ try $Q_n=B\cos(nw+\varphi)$. Then

$$Q_{n+2}-2\cos t\,Q_{n+1}+Q_n = 2B(\cos w-\cos t)\cos x = kF\cos x ,$$

and the proof follows the same pattern.

```lean
/-- Off resonance (`cos w ≠ cos t`) a constant multiple, possibly negative, of `cos (n w + φ)`
solves the recurrence. -/
theorem steady_trajectory (F φ : ℝ) {w t : ℝ} (h : Real.cos w ≠ Real.cos t) :
    IsTrajectory (coupling t) (drive F w φ)
      (fun n => steadyAmplitude F w t * Real.cos (n * w + φ)) := by
  intro n
  have hd : Real.cos w - Real.cos t ≠ 0 := sub_ne_zero.2 h
  have hB : steadyAmplitude F w t * (2 * (Real.cos w - Real.cos t)) = coupling t * F := by
    unfold steadyAmplitude; field_simp
  have hk := coupling_eq t
  simp only [drive]
  push_cast
  have e2 : ((n : ℝ) + 2) * w + φ = (((n : ℝ) + 1) * w + φ) + w := by ring
  have e0 : (n : ℝ) * w + φ = (((n : ℝ) + 1) * w + φ) - w := by ring
  rw [e2, e0, Real.cos_add, Real.cos_sub]
  linear_combination Real.cos (((n : ℝ) + 1) * w + φ) * hB
    + (steadyAmplitude F w t * Real.cos (((n : ℝ) + 1) * w + φ)) * hk
```

## Linear growth of every resonant trajectory

Let $P$ be any trajectory at resonance. It stays within some distance $C$ of $A\,n\sin(nw+\varphi)$, so for every $m$

$$|A|\,m\,|\sin(mw+\varphi)|\le |P_m|+C .$$

The sine may vanish at a particular step, so this inequality alone does not force growth. Two consecutive sines cannot both be small, however. Writing $y=nw+\varphi$ and $x=y+w$, we have $\sin w=\sin x\cos y-\cos x\sin y$, and therefore $|\sin w|\le|\sin x|+|\sin y|$. Adding the inequalities for $m=n$ and $m=n+1$ gives

$$|A|\,n\,|\sin w|\le |P_n|+|P_{n+1}|+2C,\qquad |A|\,|\sin w|=\frac{k|F|}{2}.$$

The bound concerns pairs of neighbouring steps. For $w=\pi/2$ and $\varphi=0$, the explicit solution vanishes at every even $n$, while its odd terms grow.

In Lean, `hS` is the inequality for a single step, `h1` is the statement about consecutive sines, and `h4` rewrites the slope. The constant called `C` in the theorem is $2C$ in the notation above; it depends on the trajectory but not on $n$.

```lean
/-- At resonance, with `sin w ≠ 0`, the sizes of two consecutive values of the auxiliary density add
up to at least `k |F| n / 2`, up to a constant. -/
theorem resonant_growth {F w φ : ℝ} (hw : Real.sin w ≠ 0) {P : ℕ → ℝ}
    (hP : IsTrajectory (coupling w) (drive F w φ) P) :
    ∃ C, ∀ n : ℕ, coupling w * |F| / 2 * n ≤ |P n| + |P (n + 1)| + C := by
  obtain ⟨C, hC⟩ := trajectories_stay_close hw (secular_trajectory F φ hw) hP
  have hk : 0 ≤ coupling w := by unfold coupling; positivity
  have hA : secularRate F w * (2 * Real.sin w) = coupling w * F := by
    unfold secularRate; field_simp
  have hA' : |secularRate F w| * (2 * |Real.sin w|) = coupling w * |F| := by
    have h := congrArg abs hA
    rwa [abs_mul, abs_mul, abs_mul, abs_two, abs_of_nonneg hk] at h
  have hS : ∀ m : ℕ, |secularRate F w| * (m * |Real.sin (m * w + φ)|) ≤ |P m| + C := by
    intro m
    have h : |secularRate F w * (m * Real.sin (m * w + φ)) - P m| ≤ C := hC m
    have h' := abs_sub_abs_le_abs_sub (secularRate F w * (m * Real.sin (m * w + φ))) (P m)
    rw [abs_mul, abs_mul, Nat.abs_cast] at h'
    linarith
  refine ⟨2 * C, fun n => ?_⟩
  have hx := hS n
  have hy := hS (n + 1)
  push_cast at hy
  -- two consecutive sines cannot both be small
  have h1 : |Real.sin w| ≤ |Real.sin (n * w + φ)| + |Real.sin (((n : ℝ) + 1) * w + φ)| := by
    have e : Real.sin w = Real.sin (((n : ℝ) + 1) * w + φ) * Real.cos (n * w + φ)
        - Real.cos (((n : ℝ) + 1) * w + φ) * Real.sin (n * w + φ) := by
      rw [← Real.sin_sub]; congr 1; ring
    have h := norm_sub_le (Real.sin (((n : ℝ) + 1) * w + φ) * Real.cos (n * w + φ))
      (Real.cos (((n : ℝ) + 1) * w + φ) * Real.sin (n * w + φ))
    rw [← e] at h
    simp only [Real.norm_eq_abs, abs_mul] at h
    have ha := mul_le_of_le_one_right (abs_nonneg (Real.sin (((n : ℝ) + 1) * w + φ)))
      (Real.abs_cos_le_one (n * w + φ))
    have hb := mul_le_of_le_one_left (abs_nonneg (Real.sin (n * w + φ)))
      (Real.abs_cos_le_one (((n : ℝ) + 1) * w + φ))
    linarith
  have h2 := mul_le_mul_of_nonneg_left h1
    (show 0 ≤ |secularRate F w| * (n : ℝ) by positivity)
  have h3 : 0 ≤ |secularRate F w| * |Real.sin (((n : ℝ) + 1) * w + φ)| := by positivity
  have h4 : coupling w * |F| / 2 * n = |secularRate F w| * n * |Real.sin w| := by
    linear_combination (-((n : ℝ) / 2)) * hA'
  rw [h4]
  nlinarith [h2, h3, hx, hy]
```

## The resonance condition

For $0<t<\pi$ and $F\ne0$, a trajectory is bounded exactly when $\cos w\neq\cos t$. If the cosines agree, the couplings at $w$ and $t$ agree as well, $\sin w\ne0$, and the slope $k|F|/2$ is positive. A supposed bound $|P_n|\le B'$ (the constant `B` in the Lean proof) would give $(k|F|/2)\,n\le 2B'+C$ for all $n$, which fails for large $n$. If the cosines differ, $P$ stays within a constant of a steady oscillation of amplitude $|B|$ and is bounded.

The two branches of the Lean proof are these two arguments; `exists_nat_gt` supplies the step at which linear growth overtakes the bound.

```lean
/-- For `0 < t < π` and `F ≠ 0`, an auxiliary density driven by the ground state `F cos (n w + φ)`
stays bounded exactly when the drive frequency `w` and the auxiliary frequency `t` have different
cosines. -/
theorem bounded_iff_off_resonance {F w φ t : ℝ} (h0 : 0 < t) (hπ : t < π) (hF : F ≠ 0)
    {P : ℕ → ℝ} (hP : IsTrajectory (coupling t) (drive F w φ) P) :
    (∃ C, ∀ n, |P n| ≤ C) ↔ Real.cos w ≠ Real.cos t := by
  have hs : 0 < Real.sin t := Real.sin_pos_of_pos_of_lt_pi h0 hπ
  constructor
  · rintro ⟨B, hB⟩ h
    have hk : coupling t = coupling w := by rw [coupling_eq, coupling_eq, h]
    have hw : Real.sin w ≠ 0 := by
      intro hw0
      have h1 := Real.sin_sq_add_cos_sq w
      have h2 := Real.sin_sq_add_cos_sq t
      rw [hw0, h] at h1
      have h3 := pow_pos hs 2
      linarith
    have hkpos : 0 < coupling w := by
      have h2 : 0 < Real.sin (t / 2) :=
        Real.sin_pos_of_pos_of_lt_pi (by linarith) (by linarith)
      rw [← hk]; unfold coupling; positivity
    rw [hk] at hP
    obtain ⟨C, hC⟩ := resonant_growth hw hP
    have hFpos : 0 < |F| := abs_pos.2 hF
    have hpos : 0 < coupling w * |F| / 2 := by positivity
    -- linear growth overtakes any bound
    obtain ⟨n, hn⟩ := exists_nat_gt ((2 * B + C) / (coupling w * |F| / 2))
    rw [div_lt_iff₀ hpos] at hn
    linarith [hC n, hB n, hB (n + 1)]
  · intro h
    obtain ⟨C, hC⟩ := trajectories_stay_close hs.ne' hP (steady_trajectory F φ h)
    refine ⟨C + |steadyAmplitude F w t|, fun n => ?_⟩
    have h1 : |P n - steadyAmplitude F w t * Real.cos (n * w + φ)| ≤ C := hC n
    have h2 := abs_sub_abs_le_abs_sub (P n) (steadyAmplitude F w t * Real.cos (n * w + φ))
    rw [abs_mul] at h2
    have h3 := mul_le_of_le_one_right (abs_nonneg (steadyAmplitude F w t))
      (Real.abs_cos_le_one (n * w + φ))
    linarith
```

The condition compares cosines because the integrator sees the ground state only at its time steps: $w=2\pi-t$ produces the same resonance as $w=t$. A bounded response need not be small: for fixed $t$, the steady amplitude $|B|$ grows without limit as $\cos w$ approaches $\cos t$.

The hypotheses on $t$ and $F$ matter:

- **At $t=\pi$**, so $k=4$, take the constant ground state $D_n=1$, that is $F=1$, $w=\varphi=0$. The cosines differ, yet $P_n=1+(-1)^n n$ solves the recurrence and is unbounded.
- **At $F=0$**, the trajectory $P_n=0$ is bounded even when $w=t$.

Setting $w=t$, $F=1$ and $\varphi=0$ gives the resonance statement with all definitions written out: for $0<t<\pi$, no real solution of

$$P_{n+2}-2P_{n+1}+P_n=4\sin^2(t/2)\,\big(\cos((n+1)t)-P_{n+1}\big)$$

is bounded, whatever its initial values. The proof recognises the equation as an instance of `IsTrajectory` and applies the equivalence; a bounded solution would require $\cos t\ne\cos t$, which `rfl` refutes. The value $t=0$ has to be excluded, since there the coupling vanishes and every constant sequence is a bounded solution.

```lean
/-- For `0 < t < π`, every auxiliary density that follows the ground state `cos (n t)` with coupling
`4 sin² (t/2)` is unbounded. -/
theorem unbounded_at_auxiliary_frequency {t : ℝ} (h0 : 0 < t) (hπ : t < π) {P : ℕ → ℝ}
    (hP : ∀ n : ℕ, P (n + 2) - 2 * P (n + 1) + P n
      = 4 * Real.sin (t / 2) ^ 2 * (Real.cos (((n : ℝ) + 1) * t) - P (n + 1))) :
    ¬ ∃ C, ∀ n, |P n| ≤ C := by
  have h : IsTrajectory (coupling t) (drive 1 t 0) P := by
    intro n
    simp only [drive, coupling, Nat.cast_add, Nat.cast_one, one_mul, add_zero]
    exact hP n
  intro hb
  exact (bounded_iff_off_resonance h0 hπ one_ne_zero h).1 hb rfl

end

end ExtendedLagrangianResonance
```

```lean
#print axioms ExtendedLagrangianResonance.unbounded_at_auxiliary_frequency
```

```
'ExtendedLagrangianResonance.unbounded_at_auxiliary_frequency' depends on axioms: [propext, Classical.choice, Quot.sound]
```
